# Grounded conducting sphere from the radial Laplace equation: polarisability $R^{2l+1}$ at multipole order $l$

A conducting sphere of radius $R>0$ in an applied field has a potential that obeys Laplace's equation outside the surface, and a choice is needed of where the equation is imposed and how the surface value is tied to the solution. Here the equation holds on a half-line $r>a$ of the radial coordinate $r$, with $0\le a\le R$. The choice $a=R$ is the physical exterior problem, in which nothing is assumed inside the metal, and the surface value enters through continuity from the right at $R$. The choice $a=0$ asks for the equation on all $r>0$; the solution for $r<R$ is then the continuation of the exterior formula, not the constant potential inside the conductor.

The separation of variables is assumed, not derived. The potential is taken as $\phi=u(r)P_l(\cos\theta)$, with $\theta$ the polar angle and $P_l$ the Legendre polynomial of order $l=0,1,2,\dots$, and only the radial equation
$$r^2u''+2ru'-l(l+1)u=0$$
appears. The condition $u(R)=0$ says that the surface is an equipotential held at zero. The condition $u/r^l\to-F$ as $r\to\infty$ says that distant sources supply the potential $-Fr^lP_l$ of strength $F$; for $l=1$ this is $-Fz$ with $z=r\cos\theta$, a uniform field $F$ along $z$. Units are Gaussian or atomic, so that a dipole $p$ along $z$ has potential $p\cos\theta/r^2$.

For an atom or cluster idealised as a classical perfectly conducting sphere of radius $R$, the result gives the dipole polarisability $\alpha=R^3$. The sphere may then be isolated and neutral instead of grounded, because the induced $l=1$ potential carries no net charge. In the same idealisation the charging energy $Q^2/2R$ of a charge $Q$ would suggest, in atomic units (elementary charge $1$), a hardness (second derivative of the energy in electron number) of $1/R$ and a softness (the inverse of the hardness) $R=\alpha^{1/3}$; this link to softness is a physical aside and is not among the theorems below.

```lean
import Mathlib

open Filter Topology Set

namespace ConductingSphere

noncomputable section
```

`SolvesRadial l a u` says that there are functions `u'` and `u''` such that, at every $r>a$, `u'` is the derivative of `u`, `u''` is the derivative of `u'`, and the equation holds. Values of `u` at $r\le a$ are unconstrained.

```lean
/-- `u` is twice differentiable on `r > a` and solves there the radial Laplace equation of
multipole order `l`: `r² u'' + 2 r u' - l (l+1) u = 0`. -/
def SolvesRadial (l : ℕ) (a : ℝ) (u : ℝ → ℝ) : Prop :=
  ∃ u' u'' : ℝ → ℝ, ∀ r, a < r → HasDerivAt u (u' r) r ∧ HasDerivAt u' (u'' r) r ∧
    r ^ 2 * u'' r + 2 * r * u' r - (l : ℝ) * (l + 1) * u r = 0
```

`spherePotential l F R r` is the closed form $-Fr^l+FR^{2l+1}/r^{l+1}$, the applied term plus the induced term.

```lean
/-- The radial potential `-F r^l + F R^(2l+1) / r^(l+1)`: applied term plus induced term for a
sphere of radius `R`. -/
def spherePotential (l : ℕ) (F R r : ℝ) : ℝ :=
  -F * r ^ l + F * R ^ (2 * l + 1) / r ^ (l + 1)
```

## (a) Zero derivative on a half-line

Show that a function $f$ with $f'(r)=0$ for all $r>a$ is constant on $r>a$.

For $a<x\le y$ the interval $[x,y]$ lies in the half-line, and the mean value theorem gives $f(y)=f(x)$. Any $r>a$ lies on one side or the other of $a+1$, so $f(r)=f(a+1)$. In Lean, `key` is the statement on $[x,y]$, taken from `constant_of_has_deriv_right_zero`, and `le_total r (a + 1)` splits the two sides.

```lean
/-- A function with vanishing derivative on `r > a` is constant there. -/
theorem const_of_deriv_zero {f : ℝ → ℝ} {a : ℝ} (h : ∀ r, a < r → HasDerivAt f 0 r) :
    ∃ c, ∀ r, a < r → f r = c := by
  have key : ∀ x y, a < x → x ≤ y → f y = f x := fun x y hx hxy =>
    constant_of_has_deriv_right_zero
      (fun z hz => (h z (lt_of_lt_of_le hx hz.1)).continuousAt.continuousWithinAt)
      (fun z hz => (h z (lt_of_lt_of_le hx hz.1)).hasDerivWithinAt) y ⟨hxy, le_rfl⟩
  refine ⟨f (a + 1), fun r hr => ?_⟩
  rcases le_total r (a + 1) with h1 | h1
  · exact (key r (a + 1) hr h1).symm
  · exact key (a + 1) r (by linarith) h1
```

## (b) Two first integrals and the general solution

Let $a\ge0$ and let $u$ solve the equation on $r>a$. Show that $u=Ar^l+B/r^{l+1}$ there for some constants $A$ and $B$.

Write $E=r^2u''+2ru'-l(l+1)u$ and define
$$I_1=r^{l+2}u'-l\,r^{l+1}u,\qquad I_2=r^{-l}\bigl(ru'+(l+1)u\bigr).$$
Differentiating,
$$I_1'=r^{l+2}u''+(l+2-l)r^{l+1}u'-l(l+1)r^lu=r^lE,$$
$$I_2'=r^{1-l}u''+(1-l+l+1)r^{-l}u'-l(l+1)r^{-l-1}u=r^{-l-1}E.$$
Since $E=0$, part (a) gives constants $I_1=c_1$ and $I_2=c_2$. Multiplying the second relation by $r^{2l+1}$ gives $r^{l+2}u'+(l+1)r^{l+1}u=c_2r^{2l+1}$. Subtracting the first removes $u'$:
$$(2l+1)\,r^{l+1}u=c_2r^{2l+1}-c_1,$$
so $A=c_2/(2l+1)$ and $B=-c_1/(2l+1)$.

The steps `h1` and `h2` are the two derivatives. The first closes with `linear_combination r ^ l * e`, which is $I_1'=r^lE$. Lean writes $I_2$ as $r(ru'+(l+1)u)/r^{l+1}$, so that the power rule `hp` needs no subtraction of natural numbers; the numerator from the quotient rule is $r^{2l+2}I_2'=r^{l+1}E$, which is the factor in the second `linear_combination`. The hypothesis `ha` keeps $r$ away from zero. The elimination is done by substituting `e1` and `e2` for the constants and clearing denominators.

```lean
/-- Every solution of the radial equation of order `l` on `r > a ≥ 0` has the form
`A r^l + B / r^(l+1)` there. -/
theorem general_solution {l : ℕ} {a : ℝ} {u : ℝ → ℝ} (ha : 0 ≤ a) (hu : SolvesRadial l a u) :
    ∃ A B : ℝ, ∀ r, a < r → u r = A * r ^ l + B / r ^ (l + 1) := by
  obtain ⟨u', u'', h⟩ := hu
  have hp : ∀ (n : ℕ) (r : ℝ), HasDerivAt (fun x : ℝ => x ^ (n + 1)) (((n : ℝ) + 1) * r ^ n) r :=
    fun n r => by simpa using hasDerivAt_pow (n + 1) r
  -- first integral measuring the decaying part
  have h1 : ∀ r, a < r → HasDerivAt
      (fun r => r ^ (l + 1 + 1) * u' r - (l : ℝ) * (r ^ (l + 1) * u r)) 0 r := by
    intro r hr
    obtain ⟨d1, d2, e⟩ := h r hr
    have d := ((hp (l + 1) r).fun_mul d2).fun_sub (((hp l r).fun_mul d1).const_mul (l : ℝ))
    refine d.congr_deriv ?_
    push_cast
    linear_combination r ^ l * e
  -- first integral measuring the growing part
  have h2 : ∀ r, a < r → HasDerivAt
      (fun r => r * (r * u' r + ((l : ℝ) + 1) * u r) / r ^ (l + 1)) 0 r := by
    intro r hr
    obtain ⟨d1, d2, e⟩ := h r hr
    have h0 : r ≠ 0 := (lt_of_le_of_lt ha hr).ne'
    have d := ((hasDerivAt_id' r).fun_mul (((hasDerivAt_id' r).fun_mul d2).fun_add
      (d1.const_mul ((l : ℝ) + 1)))).fun_div (hp l r) (pow_ne_zero _ h0)
    refine d.congr_deriv ?_
    rw [div_eq_zero_iff]
    left
    linear_combination r ^ (l + 1) * e
  obtain ⟨c1, hc1⟩ := const_of_deriv_zero h1
  obtain ⟨c2, hc2⟩ := const_of_deriv_zero h2
  refine ⟨c2 / (2 * l + 1), -c1 / (2 * l + 1), fun r hr => ?_⟩
  have h0 : r ≠ 0 := (lt_of_le_of_lt ha hr).ne'
  have hl : (2 * (l : ℝ) + 1) ≠ 0 := by positivity
  have e1 : r ^ (l + 1 + 1) * u' r - (l : ℝ) * (r ^ (l + 1) * u r) = c1 := hc1 r hr
  have e2 : r * (r * u' r + ((l : ℝ) + 1) * u r) / r ^ (l + 1) = c2 := hc2 r hr
  -- eliminate u'
  rw [← e1, ← e2]
  field_simp
  ring
```

## (c) Both powers solve the equation

Show that $Ar^l+B/r^{l+1}$ solves the equation on $r>0$ for all $A$ and $B$.

For $u=r^m$ with integer $m$ the left side is $[m(m-1)+2m-l(l+1)]r^m=(m-l)(m+l+1)r^m$, which vanishes for $m=l$ and $m=-(l+1)$, and the equation is linear. Lean supplies the derivatives explicitly,
$$u'=\frac{A\,l\,r^l}{r}-\frac{B(l+1)}{r^{l+2}},\qquad u''=\frac{A\,l(l-1)r^l}{r^2}+\frac{B(l+1)(l+2)}{r^{l+3}},$$
with the power rule `hq` in the form $nr^n/r$, valid for every natural number $n$ including $0$. The three goals are the first derivative, the second derivative and the equation.

```lean
/-- Every function `A r^l + B / r^(l+1)` solves the radial equation of order `l` on `r > 0`. -/
theorem solvesRadial_combination (l : ℕ) (A B : ℝ) :
    SolvesRadial l 0 (fun r => A * r ^ l + B / r ^ (l + 1)) := by
  refine ⟨fun r => A * ((l : ℝ) * r ^ l / r) - B * ((l : ℝ) + 1) / r ^ (l + 1 + 1),
    fun r => A * ((l : ℝ) * ((l : ℝ) - 1) * r ^ l / r ^ 2)
      + B * ((l : ℝ) + 1) * ((l : ℝ) + 2) / r ^ (l + 3), fun r hr => ?_⟩
  have h0 : r ≠ 0 := hr.ne'
  have hq : ∀ n : ℕ, HasDerivAt (fun x : ℝ => x ^ n) ((n : ℝ) * r ^ n / r) r := by
    intro n
    refine (hasDerivAt_pow n r).congr_deriv ?_
    cases n with
    | zero => simp
    | succ n =>
      simp only [Nat.add_sub_cancel]
      field_simp
      ring
  refine ⟨?_, ?_, ?_⟩
  · have d := ((hq l).const_mul A).fun_add
      ((hasDerivAt_const r B).fun_div (hq (l + 1)) (pow_ne_zero _ h0))
    refine d.congr_deriv ?_
    push_cast
    field_simp
    ring
  · have d := ((((hq l).const_mul (l : ℝ)).fun_div (hasDerivAt_id' r) h0).const_mul A).fun_sub
      ((hasDerivAt_const r (B * ((l : ℝ) + 1))).fun_div (hq (l + 1 + 1)) (pow_ne_zero _ h0))
    refine d.congr_deriv ?_
    push_cast
    field_simp
    ring
  · beta_reduce
    field_simp
    ring
```

## (d) Behaviour at large radius

Show that $(Ar^l+B/r^{l+1})/r^l\to A$ as $r\to\infty$.

For $r>0$ the ratio equals $A+B(1/r)^{2l+1}$. The exponent is at least $1$, also at $l=0$, so the second term tends to zero. The step `h` is the limit of this rewritten form, and `congr'` transfers it to the original ratio, which agrees with it for all $r>0$. Here `atTop` is $r\to\infty$ and `𝓝 A` is convergence to $A$.

```lean
/-- At large `r`, `(A r^l + B / r^(l+1)) / r^l` tends to `A`. -/
theorem tendsto_combination (l : ℕ) (A B : ℝ) :
    Tendsto (fun r : ℝ => (A * r ^ l + B / r ^ (l + 1)) / r ^ l) atTop (𝓝 A) := by
  have h : Tendsto (fun r : ℝ => A + B * r⁻¹ ^ (2 * l + 1)) atTop
      (𝓝 (A + B * 0 ^ (2 * l + 1))) :=
    ((tendsto_inv_atTop_zero.pow (2 * l + 1)).const_mul B).const_add A
  rw [zero_pow (by omega), mul_zero, add_zero] at h
  refine h.congr' ?_
  filter_upwards [eventually_gt_atTop 0] with r hr
  have h0 : r ≠ 0 := hr.ne'
  rw [inv_pow]
  field_simp
  ring
```

## (e) The field fixes $A$, the surface fixes $B$

Let $R>0$ and $0\le a\le R$. Let $u$ solve the equation on $r>a$, be right-continuous at $R$, vanish at $R$, and satisfy $u/r^l\to-F$. Show that $u=-Fr^l+FR^{2l+1}/r^{l+1}$ on $r>a$.

By (b), $u=Ar^l+B/r^{l+1}$ on $r>a$. By (d), $u/r^l\to A$, and a limit is unique, so $A=-F$. Now let $r$ decrease to $R$. The formula tends to $AR^l+B/R^{l+1}$ because it is continuous at $R>0$, and $u(r)$ tends to $u(R)=0$ by right-continuity. Hence $B/R^{l+1}=FR^l$ and $B=FR^{2l+1}$.

The hypothesis `hcont : ContinuousWithinAt u (Ioi R) R` is continuity at $R$ from within $r>R$, `hbc` is the grounded surface and `hF` the applied field. The condition at infinity concerns only the ratio $u/r^l$; the decay of $u+Fr^l$ is a consequence. Both `hA` and `h0` compare two limits of one function through `tendsto_nhds_unique`, and `hB` is the last line of algebra.

Without `hcont` the claim is false when $a=R$. Take $l=1$, $a=R=1$, $F=1$, and $u(r)=-r$ for $r>1$ with $u(1)=0$. This $u$ solves the equation on $r>1$, vanishes at $R$ and has $u/r\to-1$, but it has no induced term: $u(2)=-2$, where the closed form gives $-2+1/4$. For $a<R$ the continuity already follows from differentiability at $R$.

```lean
/-- A solution of order `l` on `r > a` (with `0 ≤ a ≤ R` and `R > 0`) that is right-continuous at
`R`, vanishes at `R` and has `u / r^l → -F` equals `-F r^l + F R^(2l+1) / r^(l+1)` on `r > a`. -/
theorem eq_spherePotential {l : ℕ} {a F R : ℝ} {u : ℝ → ℝ} (hR : 0 < R) (ha : 0 ≤ a)
    (haR : a ≤ R) (hu : SolvesRadial l a u) (hcont : ContinuousWithinAt u (Ioi R) R)
    (hbc : u R = 0) (hF : Tendsto (fun r => u r / r ^ l) atTop (𝓝 (-F))) :
    ∀ r, a < r → u r = spherePotential l F R r := by
  obtain ⟨A, B, hAB⟩ := general_solution ha hu
  -- the applied field fixes A
  have hA : A = -F := by
    refine tendsto_nhds_unique ((tendsto_combination l A B).congr' ?_) hF
    filter_upwards [eventually_gt_atTop a] with r hr
    rw [hAB r hr]
  -- the grounded surface fixes B
  have hc : ContinuousAt (fun r : ℝ => A * r ^ l + B / r ^ (l + 1)) R := by
    fun_prop (disch := exact pow_ne_zero _ hR.ne')
  have h0 : A * R ^ l + B / R ^ (l + 1) = u R := by
    refine tendsto_nhds_unique
      ((hc.tendsto.mono_left nhdsWithin_le_nhds).congr' ?_) hcont.tendsto
    filter_upwards [self_mem_nhdsWithin] with r hr
    exact (hAB r (lt_of_le_of_lt haR hr)).symm
  have hB : B = F * R ^ (2 * l + 1) := by
    rw [hA, hbc] at h0
    have h1 : B / R ^ (l + 1) = F * R ^ l := by linarith
    rw [div_eq_iff (pow_ne_zero _ hR.ne')] at h1
    rw [h1]
    ring
  intro r hr
  rw [hAB r hr, hA, hB, spherePotential]
```

## (f) The closed form meets the conditions

Show that for $R>0$ the closed form solves the equation on $r>0$, vanishes at $R$, and divided by $r^l$ tends to $-F$.

The first and third claims are (c) and (d) with $A=-F$ and $B=FR^{2l+1}$. At the surface, $-FR^l+FR^{2l+1}/R^{l+1}=-FR^l+FR^l=0$, which is the one goal left after the `refine`. Part (e) gave uniqueness, and this part gives a solution for every $l$, $F$ and $R>0$.

```lean
/-- Conversely, for `R > 0` the sphere potential solves the radial equation on `r > 0`, vanishes at
`R`, and divided by `r^l` tends to `-F`. -/
theorem spherePotential_solves (l : ℕ) (F : ℝ) {R : ℝ} (hR : 0 < R) :
    SolvesRadial l 0 (spherePotential l F R) ∧ spherePotential l F R R = 0 ∧
      Tendsto (fun r => spherePotential l F R r / r ^ l) atTop (𝓝 (-F)) := by
  refine ⟨solvesRadial_combination l (-F) (F * R ^ (2 * l + 1)), ?_,
    tendsto_combination l (-F) (F * R ^ (2 * l + 1))⟩
  have h0 : R ≠ 0 := hR.ne'
  unfold spherePotential
  field_simp
  ring
```

## (g) The uniform field

Let $u$ be twice differentiable on $r>0$ with $r^2u''+2ru'-2u=0$, $u(R)=0$ for some $R>0$, and $u/r\to-F$. Show that $u=-Fr+FR^3/r^2$ on $r>0$.

This is (e) with $l=1$ and $a=0$, since $l(l+1)=2$, $2l+1=3$ and $l+1=2$. The physical exterior problem, with the equation only on $r>R$, is (e) with $l=1$ and $a=R$, and gives the same formula on $r>R$. Right-continuity at $R$ is not assumed here, because $u$ is differentiable at $R$; Lean obtains it from `h1 R hR`. The derivatives are named in the statement, and `hu` packs `h1`, `h2` and `hode` into `SolvesRadial 1 0 u`.

As an instance take $R=2$ and $F=1/2$, so $u=-r/2+4/r^2$ and $u(2)=-1+1=0$. At $r=4$ one finds $u=-2+0.25=-1.75$, $u'=-1/2-8/r^3=-0.625$ and $u''=24/r^4=0.09375$. The equation reads $1.5-5+3.5=0$. The induced dipole is the coefficient $p=4$ of $1/r^2$, and $p/F=8=R^3$.

```lean
/-- Uniform field: if `r² u'' + 2 r u' - 2 u = 0` on `r > 0`, `u(R) = 0` with `R > 0`, and `u / r →
-F`, then `u = -F r + F R³ / r²` on `r > 0`. -/
theorem uniform_field {F R : ℝ} {u u' u'' : ℝ → ℝ} (hR : 0 < R)
    (h1 : ∀ r, 0 < r → HasDerivAt u (u' r) r) (h2 : ∀ r, 0 < r → HasDerivAt u' (u'' r) r)
    (hode : ∀ r, 0 < r → r ^ 2 * u'' r + 2 * r * u' r - 2 * u r = 0)
    (hbc : u R = 0) (hF : Tendsto (fun r => u r / r) atTop (𝓝 (-F))) :
    ∀ r, 0 < r → u r = -F * r + F * R ^ 3 / r ^ 2 := by
  have hu : SolvesRadial 1 0 u :=
    ⟨u', u'', fun r hr => ⟨h1 r hr, h2 r hr, by push_cast; linear_combination hode r hr⟩⟩
  intro r hr
  have h := eq_spherePotential hR le_rfl hR.le hu (h1 R hR).continuousAt.continuousWithinAt hbc
    (by simpa only [pow_one] using hF) r hr
  rw [h, spherePotential]
  ring
```

## (h) Induced moment per unit field

For the exterior problem $a=R$ with the conditions of (e) and $F\ne0$, show that
$$\frac{r^{l+1}\,(u+Fr^l)}{F}\to R^{2l+1}\qquad(r\to\infty).$$

Removing the applied term $-Fr^l$ from $u$ leaves the induced potential, and multiplying by $r^{l+1}$ reads off the coefficient of the decaying power as a distant observer would. By (e), $u+Fr^l=FR^{2l+1}/r^{l+1}$ for $r>R$, so the expression equals $R^{2l+1}$ at every such $r$. The proof uses exactly this: `tendsto_const_nhds.congr'` compares the expression with a constant on $r>R$.

The limit serves as the definition of the polarisability of order $l$, with moment and field strength both normalised as coefficients of $P_l(\cos\theta)$; other normalisations of higher multipoles change it by an $l$-dependent factor. For $l=1$ the value is $R^3$. For $l=0$ it is $R$, the charge drawn onto the grounded sphere per unit of $F$, which is the capacitance in these units. The moment is defined from the far potential and is not computed from a surface charge density. The hypothesis `hF0` is needed for the division: at $F=0$ Lean's quotient is $0$, which differs from $R^{2l+1}$.

```lean
/-- Polarisability of order `l`: for `R > 0` and a solution on `r > R`, right-continuous at `R`,
with `u(R) = 0` and `u / r^l → -F`, `F ≠ 0`, the induced moment per unit field `r^(l+1) (u + F r^l)
/ F` tends to `R^(2l+1)`. -/
theorem polarisability {l : ℕ} {F R : ℝ} {u : ℝ → ℝ} (hR : 0 < R) (hF0 : F ≠ 0)
    (hu : SolvesRadial l R u) (hcont : ContinuousWithinAt u (Ioi R) R)
    (hbc : u R = 0) (hF : Tendsto (fun r => u r / r ^ l) atTop (𝓝 (-F))) :
    Tendsto (fun r => r ^ (l + 1) * (u r + F * r ^ l) / F) atTop (𝓝 (R ^ (2 * l + 1))) := by
  refine tendsto_const_nhds.congr' ?_
  filter_upwards [eventually_gt_atTop R] with r hr
  have h0 : r ≠ 0 := (hR.trans hr).ne'
  rw [eq_spherePotential hR hR.le le_rfl hu hcont hbc hF r hr, spherePotential]
  field_simp <;> ring

end

end ConductingSphere
```

```lean
#print axioms ConductingSphere.spherePotential_solves
-- 'ConductingSphere.spherePotential_solves' depends on axioms: [propext, Classical.choice, Quot.sound]
#print axioms ConductingSphere.uniform_field
-- 'ConductingSphere.uniform_field' depends on axioms: [propext, Classical.choice, Quot.sound]
#print axioms ConductingSphere.polarisability
-- 'ConductingSphere.polarisability' depends on axioms: [propext, Classical.choice, Quot.sound]
```
